# The f-sum rule in a finite basis with a separable potential

When all the transition energies and dipole matrix elements from one eigenstate of a single electron have been computed on a real-space grid, a useful check is to add up the energy-weighted strengths and compare twice the total with the kinetic contribution. If the potential contains separable projectors, as many nonlocal pseudopotentials do, the two numbers generally differ, and the projectors give the difference:

2 Σ_n (ε_n − ε_g) |⟨n, x g⟩|² = Re⟨g, [x,[T,x]] g⟩ + 2 Σ_a c_a ( |⟨p_a, x g⟩|² − Re(⟨g, p_a⟩⟨p_a, x² g⟩) )

Here x is the Hermitian position operator, and n runs over a complete orthonormal set of eigenstates of H = T + U + V with energies ε_n; g is any one of them. T is the kinetic energy, U is a local potential commuting with x, and V = Σ_a c_a |p_a⟩⟨p_a| has real strengths c_a. The state space is finite-dimensional.

## The operators

```lean
import Mathlib

open Finset

namespace SeparableFSum

noncomputable section

variable {E : Type*} [NormedAddCommGroup E] [InnerProductSpace ℂ E]
variable {κ ι : Type*} [Fintype κ] [Fintype ι]
```

`E` is a complex inner-product space. The finite index types `κ` and `ι` label projectors and eigenstates. Lean's `inner ℂ φ ψ` is ⟨φ, ψ⟩, linear in the second argument.

```lean
/-- The separable potential `V = ∑ₐ cₐ |pₐ⟩⟨pₐ|` with real strengths `cₐ` and
projector functions `pₐ`. -/
def separable (c : κ → ℝ) (p : κ → E) : Module.End ℂ E where
  toFun ψ := ∑ a, ((c a : ℂ) * inner ℂ (p a) ψ) • p a
  map_add' φ ψ := by
    simp only [inner_add_right, mul_add, add_smul, Finset.sum_add_distrib]
  map_smul' r ψ := by
    simp only [inner_smul_right, Finset.smul_sum, smul_smul, RingHom.id_apply]
    exact Finset.sum_congr rfl fun a _ => by rw [mul_left_comm]
```

`Module.End ℂ E` is the type of linear operators defined on all of `E`. This one sends ψ to Σ_a c_a ⟨p_a, ψ⟩ p_a; the two further fields prove linearity. The p_a need be neither normalised nor orthogonal.

```lean
/-- The double commutator `[x, [A, x]]`. -/
def doubleComm (x A : Module.End ℂ E) : Module.End ℂ E :=
  x * (A * x - x * A) - (A * x - x * A) * x
```

This is [x,[A,x]], with multiplication meaning composition.

```lean
/-- The variance `‖(x - ⟨x⟩) ψ‖²` of the observable `x` in a unit vector `ψ`. -/
def variance (x : Module.End ℂ E) (ψ : E) : ℝ :=
  ‖x ψ - (inner ℂ ψ (x ψ) : ℂ) • ψ‖ ^ 2
```

For a unit vector ψ this is the usual variance, ‖(x − ⟨x⟩)ψ‖².

```lean
/-- The action of the separable potential on a state. -/
theorem separable_apply (c : κ → ℝ) (p : κ → E) (ψ : E) :
    separable c p ψ = ∑ a, ((c a : ℂ) * inner ℂ (p a) ψ) • p a := rfl
```

The action of V is restated as an equation for later rewriting.

```lean
/-- A separable potential with real strengths is Hermitian. -/
theorem separable_isSymmetric (c : κ → ℝ) (p : κ → E) :
    LinearMap.IsSymmetric (separable c p) := by
  intro φ ψ
  simp only [separable_apply, sum_inner, inner_sum, inner_smul_left, inner_smul_right,
    map_mul, Complex.conj_ofReal, inner_conj_symm]
  exact Finset.sum_congr rfl fun a _ => by ring
```

`LinearMap.IsSymmetric` means ⟨Vφ, ψ⟩ = ⟨φ, Vψ⟩. Both sides equal Σ_a c_a ⟨φ, p_a⟩⟨p_a, ψ⟩, because the c_a are real.

```lean
/-- For Hermitian `x`, the expectation value of `x²` is the squared norm of `x ψ`. -/
theorem second_moment {x : Module.End ℂ E} (hx : LinearMap.IsSymmetric x) (ψ : E) :
    inner ℂ ψ (x (x ψ)) = ((‖x ψ‖ ^ 2 : ℝ) : ℂ) := by
  rw [← hx ψ (x ψ), inner_self_eq_norm_sq_to_K]
  exact (Complex.ofReal_pow _ _).symm
```

Moving one x to the left gives ⟨ψ, x²ψ⟩ = ⟨xψ, xψ⟩ = ‖xψ‖². The notation `(… : ℝ) : ℂ` is a real number regarded as complex, so the equation also says that the left side is real.

## The double commutator of the projectors

```lean
/-- The expectation value of `[x, [V, x]]` for Hermitian `x` and a separable potential `V`
with any finite number of projectors. -/
theorem inner_doubleComm_separable {x : Module.End ℂ E} (hx : LinearMap.IsSymmetric x)
    (c : κ → ℝ) (p : κ → E) (ψ : E) :
    inner ℂ ψ (doubleComm x (separable c p) ψ) =
      ((2 * ∑ a, c a * (‖(inner ℂ (p a) (x ψ) : ℂ)‖ ^ 2
        - (inner ℂ ψ (p a) * inner ℂ (p a) (x (x ψ)) : ℂ).re) : ℝ) : ℂ) := by
  -- expand the commutators and move `x` to the left of the inner product
  have key : inner ℂ ψ (doubleComm x (separable c p) ψ) =
      2 * inner ℂ (x ψ) (separable c p (x ψ)) - inner ℂ (x (x ψ)) (separable c p ψ)
        - inner ℂ ψ (separable c p (x (x ψ))) := by
    simp only [doubleComm, LinearMap.sub_apply, Module.End.mul_apply, map_sub,
      inner_sub_right]
    rw [hx (x ψ) (separable c p ψ), hx ψ (x (separable c p ψ)),
      hx ψ (separable c p (x ψ))]
    ring
  rw [key]
  simp only [separable_apply, inner_sum, inner_smul_right]
  push_cast
  simp only [Finset.mul_sum, ← Finset.sum_sub_distrib]
  refine Finset.sum_congr rfl fun a _ => ?_
  -- conjugate pairs combine to a squared modulus and to twice a real part
  have h1 : (inner ℂ (p a) (x ψ) : ℂ) * inner ℂ (x ψ) (p a)
      = (‖(inner ℂ (p a) (x ψ) : ℂ)‖ : ℂ) ^ 2 := by
    rw [← inner_conj_symm (x ψ) (p a), Complex.mul_conj, Complex.normSq_eq_norm_sq,
      Complex.ofReal_pow]
  have h2 := Complex.add_conj (inner ℂ ψ (p a) * inner ℂ (p a) (x (x ψ)))
  rw [map_mul, inner_conj_symm, inner_conj_symm, Complex.ofReal_mul,
    Complex.ofReal_ofNat] at h2
  linear_combination 2 * (c a : ℂ) * h1 - (c a : ℂ) * h2
```

Expanding the commutators gives

[x,[V,x]] = 2xVx − x²V − Vx².

Since x is Hermitian, the expectation value is

2⟨xψ, Vxψ⟩ − ⟨x²ψ, Vψ⟩ − ⟨ψ, Vx²ψ⟩,

which is the step `key`. Inserting V, projector a contributes

c_a ( 2|⟨p_a, xψ⟩|² − ⟨x²ψ, p_a⟩⟨p_a, ψ⟩ − ⟨ψ, p_a⟩⟨p_a, x²ψ⟩ ).

The last two products are complex conjugates, so together they give −2 Re(⟨ψ, p_a⟩⟨p_a, x²ψ⟩). In the proof, `h1` supplies the squared modulus, `h2` the real part, and `linear_combination` adds them with the right coefficients.

```lean
/-- The expectation value of `[x, [V, x]]` for Hermitian `x` and a single projector,
`V = lam |p⟩⟨p|`. -/
theorem inner_doubleComm_single {x : Module.End ℂ E} (hx : LinearMap.IsSymmetric x)
    (lam : ℝ) (p ψ : E) :
    inner ℂ ψ (doubleComm x (separable (fun _ : Unit => lam) fun _ => p) ψ) =
      ((2 * lam * ‖(inner ℂ p (x ψ) : ℂ)‖ ^ 2
        - 2 * lam * (inner ℂ ψ p * inner ℂ p (x (x ψ)) : ℂ).re : ℝ) : ℂ) := by
  rw [inner_doubleComm_separable hx]
  simp only [Finset.univ_unique, Finset.sum_singleton]
  congr 1
  ring
```

For one projector of strength λ (`lam`), the sum has a single term:

2λ|⟨p, xψ⟩|² − 2λ Re(⟨ψ, p⟩⟨p, x²ψ⟩).

`Unit` is the index type with one element.

```lean
/-- In the normalised projector state `p` itself, the double commutator of Hermitian `x`
with `V = lam |p⟩⟨p|` has expectation value `-2 lam` times the variance of `x`. -/
theorem violation_projector_state {x : Module.End ℂ E} (hx : LinearMap.IsSymmetric x)
    (lam : ℝ) {p : E} (hp : ‖p‖ = 1) :
    inner ℂ p (doubleComm x (separable (fun _ : Unit => lam) fun _ => p) p) =
      ((-2 * lam * variance x p : ℝ) : ℂ) := by
  have hpp : (inner ℂ p p : ℂ) = 1 := by
    rw [inner_self_eq_norm_sq_to_K, hp]
    simp
  -- the variance is the second moment minus the squared mean
  have hv : variance x p = ‖x p‖ ^ 2 - ‖(inner ℂ p (x p) : ℂ)‖ ^ 2 := by
    have h : inner ℂ (x p) ((inner ℂ p (x p) : ℂ) • p)
        = ((‖(inner ℂ p (x p) : ℂ)‖ ^ 2 : ℝ) : ℂ) := by
      rw [inner_smul_right, ← inner_conj_symm (x p) p, Complex.mul_conj,
        Complex.normSq_eq_norm_sq]
    rw [variance, norm_sub_sq (𝕜 := ℂ), h, norm_smul, hp]
    simp only [RCLike.re_eq_complex_re, Complex.ofReal_re]
    ring
  rw [inner_doubleComm_single hx, hpp, second_moment hx, one_mul, Complex.ofReal_re, hv]
  congr 1
  ring
```

Set ψ = p with ‖p‖ = 1, and write m = ⟨p, xp⟩. The previous formula becomes 2λ|m|² − 2λ‖xp‖². The variance is

‖xp − mp‖² = ‖xp‖² − 2|m|² + |m|² = ‖xp‖² − |m|²,

which is `hv`. The expectation value is therefore −2λ times the variance: a repulsive projector (λ > 0) makes a negative contribution to the double commutator's expectation value in its own state, unless the variance is zero.

```lean
/-- In a state orthogonal to the projector `p`, the double commutator of Hermitian `x`
with `V = lam |p⟩⟨p|` has expectation value `2 lam |⟨p, x ψ⟩|²`. -/
theorem violation_orthogonal_state {x : Module.End ℂ E} (hx : LinearMap.IsSymmetric x)
    (lam : ℝ) {p ψ : E} (h : (inner ℂ ψ p : ℂ) = 0) :
    inner ℂ ψ (doubleComm x (separable (fun _ : Unit => lam) fun _ => p) ψ) =
      ((2 * lam * ‖(inner ℂ p (x ψ) : ℂ)‖ ^ 2 : ℝ) : ℂ) := by
  rw [inner_doubleComm_single hx, h, zero_mul, Complex.zero_re, mul_zero, sub_zero]
```

If ⟨ψ, p⟩ = 0, the second term vanishes and 2λ|⟨p, xψ⟩|² remains. The sign of the correction thus depends on the state as well as on λ.

## The sum over transitions

```lean
/-- The f-sum rule: for Hermitian `x` and a Hamiltonian with a finite orthonormal eigenbasis
and real energies, `⟨g, [x, [H, x]] g⟩` is twice the energy-weighted sum of the transition
strengths from the eigenstate `g`. -/
theorem f_sum_rule {x H : Module.End ℂ E} (hx : LinearMap.IsSymmetric x)
    (b : OrthonormalBasis ι ℂ E) (ε : ι → ℝ) (hH : ∀ n, H (b n) = (ε n : ℂ) • b n) (g : ι) :
    inner ℂ (b g) (doubleComm x H (b g)) =
      ((2 * ∑ n, (ε n - ε g) * ‖(inner ℂ (b n) (x (b g)) : ℂ)‖ ^ 2 : ℝ) : ℂ) := by
  -- the spectral form of `H` is itself a separable operator
  have hsep : H = separable ε (fun n => b n) := by
    refine LinearMap.ext fun φ => ?_
    conv_lhs => rw [← b.sum_repr' φ]
    simp only [map_sum, map_smul, hH, smul_smul, separable_apply, mul_comm]
  -- completeness of the eigenbasis
  have hs : ∑ n, ε n * (inner ℂ (b g) (b n) * inner ℂ (b n) (x (x (b g))) : ℂ).re
      = ∑ n, ε g * ‖(inner ℂ (b n) (x (b g)) : ℂ)‖ ^ 2 := by
    refine (Finset.sum_eq_single g ?_ ?_).trans ?_
    · intro n _ hn
      have h0 : (inner ℂ (b g) (b n) : ℂ) = 0 := b.orthonormal.2 hn.symm
      rw [h0, zero_mul, Complex.zero_re, mul_zero]
    · intro h
      exact absurd (Finset.mem_univ g) h
    · have h1 : (inner ℂ (b g) (b g) : ℂ) = 1 := by
        rw [inner_self_eq_norm_sq_to_K, b.orthonormal.1 g]
        simp
      rw [h1, second_moment hx, one_mul, Complex.ofReal_re, ← Finset.mul_sum,
        b.sum_sq_norm_inner_right]
  rw [hsep, inner_doubleComm_separable hx]
  congr 1
  simp only [mul_sub, sub_mul, Finset.sum_sub_distrib]
  rw [hs]
```

`hH` says that each basis vector is an eigenvector of H with a real energy. Degeneracies are allowed, and g may be any eigenstate. Completeness gives H = Σ_n ε_n |n⟩⟨n|, which is itself a separable operator (`hsep`), so the general formula yields

⟨g, [x,[H,x]] g⟩ = 2 Σ_n ε_n ( |⟨n, xg⟩|² − Re(⟨g, n⟩⟨n, x²g⟩) ).

By orthonormality only n = g survives in the second part. It equals ε_g‖xg‖², and Parseval's identity turns this into ε_g Σ_n |⟨n, xg⟩|². That is `hs`, and subtraction gives the factor ε_n − ε_g.

```lean
/-- The f-sum rule for `H = T + U + V` with Hermitian `x`, a part `U` that commutes with `x`, a
separable `V`, and a finite orthonormal eigenbasis of `H` with real energies: twice the
energy-weighted sum of the transition strengths from the eigenstate `g` is the real part of
`⟨g, [x, [T, x]] g⟩` plus an explicit correction from the projectors. -/
theorem f_sum_rule_separable {x T U : Module.End ℂ E} (hx : LinearMap.IsSymmetric x)
    (hU : U * x = x * U) (c : κ → ℝ) (p : κ → E) (b : OrthonormalBasis ι ℂ E) (ε : ι → ℝ)
    (hH : ∀ n, (T + U + separable c p) (b n) = (ε n : ℂ) • b n) (g : ι) :
    2 * ∑ n, (ε n - ε g) * ‖(inner ℂ (b n) (x (b g)) : ℂ)‖ ^ 2 =
      (inner ℂ (b g) (doubleComm x T (b g)) : ℂ).re
        + 2 * ∑ a, c a * (‖(inner ℂ (p a) (x (b g)) : ℂ)‖ ^ 2
          - (inner ℂ (b g) (p a) * inner ℂ (p a) (x (x (b g))) : ℂ).re) := by
  -- the local part drops out of the double commutator
  have hd : doubleComm x (T + U + separable c p)
      = doubleComm x T + doubleComm x (separable c p) := by
    have e : doubleComm x (T + U + separable c p)
        = doubleComm x T + doubleComm x (separable c p)
          + (x * (U * x - x * U) - (U * x - x * U) * x) := by
      simp only [doubleComm]
      noncomm_ring
    rw [e, hU]
    simp
  have h := f_sum_rule hx b ε hH g
  rw [hd, LinearMap.add_apply, inner_add_right, inner_doubleComm_separable hx] at h
  have h' := congrArg Complex.re h
  simp only [Complex.add_re, Complex.ofReal_re] at h'
  exact h'.symm
```

The double commutator is linear in H, and [x,[U,x]] = 0 because U commutes with x. Hence

[x,[H,x]] = [x,[T,x]] + [x,[V,x]],

which is `hd`. Taking the expectation value in g, using the two earlier theorems and comparing real parts gives the opening equation.

The hypothesis `hU` stands for locality. It holds on a grid where x and U are both diagonal, but truncating to a general basis can spoil it. `T` is an arbitrary operator, and its term stays a double commutator. The continuum value ħ²/m for every normalised state is unavailable here, since a commutator of finite matrices has trace zero.

In the smallest case, a one-dimensional space, all operators commute and both sides are zero. With no projectors, the correction is an empty sum.

## Two levels with numbers

```lean
/-- A two-level instance of the hypotheses of `f_sum_rule_separable`: `x` is Hermitian and
takes level 0 to level 1, `T = |1⟩⟨1|`, `U = 1`, `V = lam |0⟩⟨0|`, and the energies are
`1 + lam` and `2`. -/
theorem f_sum_rule_separable_witness (b : OrthonormalBasis (Fin 2) ℂ E) (lam : ℝ) :
    let x : Module.End ℂ E := separable ![1 / 2, -1 / 2] ![b 0 + b 1, b 0 - b 1]
    let H : Module.End ℂ E := separable (fun _ : Unit => 1) (fun _ => b 1) + 1
      + separable (fun _ : Unit => lam) (fun _ => b 0)
    LinearMap.IsSymmetric x ∧ x (b 0) = b 1 ∧ 1 * x = x * 1 ∧
      H (b 0) = ((1 + lam : ℝ) : ℂ) • b 0 ∧ H (b 1) = ((2 : ℝ) : ℂ) • b 1 := by
  intro x H
  have h00 : (inner ℂ (b 0) (b 0) : ℂ) = 1 := by
    rw [inner_self_eq_norm_sq_to_K, b.orthonormal.1 0]
    simp
  have h11 : (inner ℂ (b 1) (b 1) : ℂ) = 1 := by
    rw [inner_self_eq_norm_sq_to_K, b.orthonormal.1 1]
    simp
  have h01 : (inner ℂ (b 0) (b 1) : ℂ) = 0 := b.orthonormal.2 (by decide)
  have h10 : (inner ℂ (b 1) (b 0) : ℂ) = 0 := b.orthonormal.2 (by decide)
  refine ⟨separable_isSymmetric _ _, ?_, by rw [one_mul, mul_one], ?_, ?_⟩
  · simp only [x, separable_apply, Fin.sum_univ_two, Matrix.cons_val_zero,
      Matrix.cons_val_one, Matrix.cons_val_fin_one, inner_add_left, inner_sub_left, h00, h10]
    push_cast
    module
  · simp only [H, LinearMap.add_apply, Module.End.one_apply, separable_apply,
      Finset.univ_unique, Finset.sum_singleton, h00, h10]
    push_cast
    module
  · simp only [H, LinearMap.add_apply, Module.End.one_apply, separable_apply,
      Finset.univ_unique, Finset.sum_singleton, h11, h01]
    push_cast
    module

end

end SeparableFSum
```

This theorem shows that the hypotheses can be met. The vectors b₀ ± b₁ have norm √2; normalised, they are eigenvectors of x with eigenvalues ±1, so x exchanges the two levels. The proof evaluates each operator on the basis using orthonormality.

Take λ = 1/4, so the energies are 5/4 and 2. From level 0, the transition sum is

2 · (2 − 5/4) · 1 = 3/2.

The T term is 2. The projector state b₀ has ⟨x⟩ = 0 and variance 1, so the correction is −2 · 1/4 = −1/2, and 2 − 1/2 = 3/2. From level 1 the sum is −3/2: the T term is −2, and the correction, now in a state orthogonal to the projector, is +1/2.

```lean
#print axioms SeparableFSum.violation_projector_state
-- 'SeparableFSum.violation_projector_state' depends on axioms: [propext, Classical.choice, Quot.sound]
#print axioms SeparableFSum.violation_orthogonal_state
-- 'SeparableFSum.violation_orthogonal_state' depends on axioms: [propext, Classical.choice, Quot.sound]
#print axioms SeparableFSum.f_sum_rule_separable
-- 'SeparableFSum.f_sum_rule_separable' depends on axioms: [propext, Classical.choice, Quot.sound]
```
